# Below the bands of a tight-binding barrier whose transverse modes share one interlayer hopping, modes of higher transverse energy decay faster

Take layers of two sites each, with on-site energy $2$ and hopping $-1$ inside the layer, so that the even mode has transverse energy $1$ and the odd mode $3$. If each site also has hopping $-1$ to its own copy in each neighbouring layer, and no other hopping between layers, then at total energy $-3/2$ the evanescent even mode shrinks by a factor $1/2$ from one layer to the next and the odd mode by about $0.23$.

In Lean 4 with Mathlib:

```lean
import Mathlib

open Matrix Filter Topology Asymptotics

namespace TransverseTunnelling

noncomputable section

variable {ι : Type*} [Fintype ι]

/-- The layer equation inside a barrier occupying the layers `0, 1, 2, …`: transverse
Hamiltonian `A`, hopping `-t` between neighbouring layers, energy `E`. -/
def LayerEq (A : Matrix ι ι ℝ) (t E : ℝ) (ψ : ℕ → ι → ℝ) : Prop :=
  ∀ n, A *ᵥ ψ (n + 1) - t • (ψ n + ψ (n + 2)) = E • ψ (n + 1)

/-- For `t > 0` and an energy `E < a - 2t`, the decay factor per layer of a mode with transverse
energy `a`. -/
def decayFactor (t E a : ℝ) : ℝ :=
  ((a - E) - √((a - E) ^ 2 - 4 * t ^ 2)) / (2 * t)

/-- A transverse eigenmode multiplied by `x` from layer to layer solves the layer equation
exactly when `x` satisfies the complex-band relation `t (1 + x²) = (a - E) x`. -/
theorem layerEq_mode_iff {A : Matrix ι ι ℝ} {v : ι → ℝ} {a : ℝ} (t E x : ℝ)
    (hv : v ≠ 0) (hAv : A *ᵥ v = a • v) :
    LayerEq A t E (fun n => x ^ n • v) ↔ t * (1 + x ^ 2) = (a - E) * x := by
  constructor
  · intro h
    obtain ⟨i, hi⟩ := Function.ne_iff.mp hv
    have hi' : v i ≠ 0 := hi
    have h0 := congrFun (h 0) i
    simp only [Matrix.mulVec_smul, hAv, Pi.sub_apply, Pi.smul_apply, Pi.add_apply,
      smul_eq_mul] at h0
    apply mul_right_cancel₀ hi'
    linear_combination -h0
  · intro h n
    funext i
    simp only [Matrix.mulVec_smul, hAv, Pi.sub_apply, Pi.smul_apply, Pi.add_apply,
      smul_eq_mul]
    linear_combination (-(x ^ n * v i)) * h

/-- Below the band of a transverse mode, its decay factor lies strictly between 0 and 1 and
satisfies the complex-band relation. -/
theorem decayFactor_spec {t E a : ℝ} (ht : 0 < t) (hE : E < a - 2 * t) :
    0 < decayFactor t E a ∧ decayFactor t E a < 1 ∧
      t * (1 + decayFactor t E a ^ 2) = (a - E) * decayFactor t E a := by
  have hD : 0 < a - E := by linarith
  have hgap : 0 < a - E - 2 * t := by linarith
  have hnn : 0 ≤ (a - E) ^ 2 - 4 * t ^ 2 := by nlinarith [mul_pos hgap ht]
  have hs := Real.sq_sqrt hnn
  have hlt : √((a - E) ^ 2 - 4 * t ^ 2) < a - E := by
    rw [Real.sqrt_lt' hD]
    nlinarith [mul_pos ht ht]
  have hgt : a - E - 2 * t < √((a - E) ^ 2 - 4 * t ^ 2) := by
    apply Real.lt_sqrt_of_sq_lt
    nlinarith [mul_pos hgap ht]
  have hx : 2 * t * decayFactor t E a = (a - E) - √((a - E) ^ 2 - 4 * t ^ 2) := by
    unfold decayFactor
    exact mul_div_cancel₀ _ (by positivity)
  refine ⟨?_, ?_, ?_⟩
  · unfold decayFactor
    exact div_pos (by linarith) (by positivity)
  · unfold decayFactor
    rw [div_lt_one (by positivity)]
    linarith
  · have h4 : 4 * t ≠ 0 := by positivity
    apply mul_left_cancel₀ h4
    linear_combination (2 * t * decayFactor t E a
      + ((a - E) - √((a - E) ^ 2 - 4 * t ^ 2)) - 2 * (a - E)) * hx + hs

/-- For `t > 0`, the complex-band relation has at most one solution strictly between 0 and 1. -/
theorem decay_unique {t E a x y : ℝ} (ht : 0 < t) (hx0 : 0 < x) (hx1 : x < 1)
    (hy1 : y < 1) (hx : t * (1 + x ^ 2) = (a - E) * x)
    (hy : t * (1 + y ^ 2) = (a - E) * y) : x = y := by
  have hxy : 0 < 1 - x * y := by nlinarith [mul_pos hx0 (sub_pos.mpr hy1)]
  have h : (t * (1 - x * y)) * (y - x) = 0 := by
    linear_combination y * hx - x * hy
  have h' := (mul_eq_zero.mp h).resolve_left (mul_pos ht hxy).ne'
  linarith

/-- At fixed energy below both bands, the mode of higher transverse energy has the strictly
smaller decay factor. -/
theorem decayFactor_lt {t E a b : ℝ} (ht : 0 < t) (hE : E < a - 2 * t) (hab : a < b) :
    decayFactor t E b < decayFactor t E a := by
  obtain ⟨hx0, hx1, hx⟩ := decayFactor_spec ht hE
  obtain ⟨hy0, hy1, hy⟩ := decayFactor_spec (E := E) (a := b) ht (by linarith)
  generalize decayFactor t E a = x at *
  generalize decayFactor t E b = y at *
  by_contra hcon
  have hle : 0 ≤ y - x := by linarith
  have hxy : 0 < 1 - x * y := by nlinarith [mul_pos hx0 (sub_pos.mpr hy1)]
  -- cross-multiplying the two band relations isolates the difference of the factors
  have h : (t * (1 - x * y)) * (y - x) = -((b - a) * (x * y)) := by
    linear_combination y * hx - x * hy
  have h1 := mul_nonneg (mul_pos ht hxy).le hle
  have h2 := mul_pos (sub_pos.mpr hab) (mul_pos hx0 hy0)
  linarith

/-- Each of two transverse eigenmodes with energies `a < b` has exactly one decay factor in
`(0, 1)` at an energy `E < a - 2t`, and the factor belonging to `b` is strictly smaller. -/
theorem higher_mode_decays_faster {A : Matrix ι ι ℝ} {v w : ι → ℝ} {t E a b : ℝ}
    (hv : v ≠ 0) (hw : w ≠ 0) (hAv : A *ᵥ v = a • v) (hAw : A *ᵥ w = b • w)
    (ht : 0 < t) (hE : E < a - 2 * t) (hab : a < b) :
    (∀ x, (0 < x ∧ x < 1 ∧ LayerEq A t E (fun n => x ^ n • v)) ↔ x = decayFactor t E a) ∧
    (∀ x, (0 < x ∧ x < 1 ∧ LayerEq A t E (fun n => x ^ n • w)) ↔ x = decayFactor t E b) ∧
    decayFactor t E b < decayFactor t E a := by
  have key : ∀ (u : ι → ℝ) (c : ℝ), u ≠ 0 → A *ᵥ u = c • u → E < c - 2 * t → ∀ x,
      (0 < x ∧ x < 1 ∧ LayerEq A t E (fun n => x ^ n • u)) ↔ x = decayFactor t E c := by
    intro u c hu hAu hc x
    obtain ⟨h0, h1, h2⟩ := decayFactor_spec ht hc
    rw [layerEq_mode_iff t E x hu hAu]
    constructor
    · rintro ⟨hx0, hx1, hx⟩
      exact decay_unique ht hx0 hx1 h1 hx h2
    · rintro rfl
      exact ⟨h0, h1, h2⟩
  exact ⟨key v a hv hAv hE, key w b hw hAw (by linarith), decayFactor_lt ht hE hab⟩

/-- At an energy below the band of the mode, in any bounded solution in the barrier, the amplitude
on a transverse eigenmode of a symmetric `A` is its value at the first layer times a power of the
decay factor. -/
theorem amplitude_eq {A : Matrix ι ι ℝ} {v : ι → ℝ} {t E a M : ℝ} {ψ : ℕ → ι → ℝ}
    (hA : A.IsSymm) (hAv : A *ᵥ v = a • v) (ht : 0 < t) (hE : E < a - 2 * t)
    (hψ : LayerEq A t E ψ) (hM : ∀ n i, |ψ n i| ≤ M) (n : ℕ) :
    v ⬝ᵥ ψ n = (v ⬝ᵥ ψ 0) * decayFactor t E a ^ n := by
  obtain ⟨hx0, hx1, hx⟩ := decayFactor_spec ht hE
  generalize decayFactor t E a = x at *
  -- symmetry of `A` decouples the amplitude from all other modes
  have hproj : ∀ u : ι → ℝ, v ⬝ᵥ (A *ᵥ u) = a * (v ⬝ᵥ u) := by
    intro u
    rw [Matrix.dotProduct_mulVec, ← Matrix.mulVec_transpose, hA.eq, hAv, smul_dotProduct,
      smul_eq_mul]
  have hrec : ∀ k, t * (v ⬝ᵥ ψ k + v ⬝ᵥ ψ (k + 2)) = (a - E) * (v ⬝ᵥ ψ (k + 1)) := by
    intro k
    have h := congrArg (fun u => v ⬝ᵥ u) (hψ k)
    simp only [dotProduct_sub, dotProduct_smul, dotProduct_add, smul_eq_mul, hproj] at h
    linear_combination -h
  have hB : ∀ k, |v ⬝ᵥ ψ k| ≤ ∑ i, |v i| * M := by
    intro k
    refine (Finset.abs_sum_le_sum_abs _ _).trans (Finset.sum_le_sum fun i _ => ?_)
    rw [abs_mul]
    exact mul_le_mul_of_nonneg_left (hM k i) (abs_nonneg _)
  generalize (∑ i, |v i| * M) = B at hB
  generalize hc : (fun k => v ⬝ᵥ ψ k) = c
  have hck : ∀ k, v ⬝ᵥ ψ k = c k := fun k => congrFun hc k
  simp only [hck] at hrec hB ⊢
  -- the growing part `c (k+1) - x c k` is multiplied by `1/x` at each layer
  have hstep : ∀ k, x * (c (k + 2) - x * c (k + 1)) = c (k + 1) - x * c k := by
    intro k
    apply mul_left_cancel₀ ht.ne'
    linear_combination x * hrec k - c (k + 1) * hx
  have hpow : ∀ k, x ^ k * (c (k + 1) - x * c k) = c 1 - x * c 0 := by
    intro k
    induction k with
    | zero => simp
    | succ k ih => linear_combination ih + x ^ k * hstep k
  -- boundedness forces the growing part to vanish
  have hbound : ∀ k, |c 1 - x * c 0| ≤ x ^ k * (2 * B) := by
    intro k
    rw [← hpow k, abs_mul, abs_of_pos (pow_pos hx0 k)]
    apply mul_le_mul_of_nonneg_left _ (pow_pos hx0 k).le
    have h1 := abs_le.mp (hB (k + 1))
    have h2 : |x * c k| ≤ B := by
      rw [abs_mul, abs_of_pos hx0]
      nlinarith [hB k, abs_nonneg (c k)]
    have h3 := abs_le.mp h2
    exact abs_le.mpr ⟨by linarith, by linarith⟩
  have hlim : Tendsto (fun k : ℕ => x ^ k * (2 * B)) atTop (𝓝 0) := by
    simpa using (tendsto_pow_atTop_nhds_zero_of_lt_one hx0.le hx1).mul_const (2 * B)
  have hzero : c 1 - x * c 0 = 0 :=
    abs_eq_zero.mp (le_antisymm (ge_of_tendsto' hlim hbound) (abs_nonneg _))
  induction n with
  | zero => simp
  | succ n ih =>
    have h := (mul_eq_zero.mp ((hpow n).trans hzero)).resolve_left (pow_pos hx0 n).ne'
    linear_combination h + x * ih

/-- For a symmetric `A` and an energy below both bands, deep in the barrier the amplitude of a
bounded solution on the mode of higher transverse energy is negligible against that on the lower
mode, if the latter is present at layer 0. -/
theorem barrier_filters_modes {A : Matrix ι ι ℝ} {v w : ι → ℝ} {t E a b M : ℝ}
    {ψ : ℕ → ι → ℝ} (hA : A.IsSymm) (hAv : A *ᵥ v = a • v) (hAw : A *ᵥ w = b • w)
    (ht : 0 < t) (hE : E < a - 2 * t) (hab : a < b) (hψ : LayerEq A t E ψ)
    (hM : ∀ n i, |ψ n i| ≤ M) (h0 : v ⬝ᵥ ψ 0 ≠ 0) :
    (fun n => w ⬝ᵥ ψ n) =o[atTop] (fun n => v ⬝ᵥ ψ n) := by
  have hEb : E < b - 2 * t := by linarith
  rw [funext (amplitude_eq hA hAv ht hE hψ hM), funext (amplitude_eq hA hAw ht hEb hψ hM)]
  exact ((isLittleO_pow_pow_of_lt_left (decayFactor_spec ht hEb).1.le
    (decayFactor_lt ht hE hab)).const_mul_left _).const_mul_right h0

/-- A transverse pair of sites with on-site energy 2 and hopping -1 is symmetric, with an even
mode of energy 1 and an odd mode of energy 3. -/
theorem two_site_witness :
    (!![2, -1; -1, 2] : Matrix (Fin 2) (Fin 2) ℝ).IsSymm ∧
    (!![2, -1; -1, 2] : Matrix (Fin 2) (Fin 2) ℝ) *ᵥ ![1, 1] = (1 : ℝ) • ![1, 1] ∧
    (!![2, -1; -1, 2] : Matrix (Fin 2) (Fin 2) ℝ) *ᵥ ![1, -1] = (3 : ℝ) • ![1, -1] := by
  refine ⟨Matrix.IsSymm.ext ?_, ?_, ?_⟩
  · intro i j
    fin_cases i <;> fin_cases j <;> simp
  · ext i
    fin_cases i <;> norm_num [Matrix.mulVec, dotProduct, Fin.sum_univ_succ]
  · ext i
    fin_cases i <;> norm_num [Matrix.mulVec, dotProduct, Fin.sum_univ_succ]

end

end TransverseTunnelling
```

```lean
#print axioms TransverseTunnelling.higher_mode_decays_faster
#print axioms TransverseTunnelling.barrier_filters_modes
```

```
'TransverseTunnelling.higher_mode_decays_faster' depends on axioms: [propext, Classical.choice, Quot.sound]
'TransverseTunnelling.barrier_filters_modes' depends on axioms: [propext, Classical.choice, Quot.sound]
```

## One decay factor for each mode

The barrier consists of layers $n = 0, 1, 2, \dots$, and layer $n$ carries a real vector $\psi_n$ with one component for each site of a finite set `ι`. The real matrix $A$ is the Hamiltonian within a layer, $-t$ is the hopping between neighbouring layers, and $E$ is the energy. `LayerEq A t E ψ` says that for every $n \ge 0$

$$A\psi_{n+1} - t(\psi_n + \psi_{n+2}) = E\psi_{n+1}.$$

The equation is centred on layer $n+1$, so layer $0$ has no equation of its own: $\psi_0$ is where the barrier meets whatever lies to its left.

The theorem `higher_mode_decays_faster` takes two nonzero vectors with $Av = av$ and $Aw = bw$, where $a < b$, $t > 0$ and $E < a - 2t$. For a number $x$ with $0 < x < 1$, the state $\psi_n = x^n v$ solves the layer equation exactly when $x$ equals

$$\lambda_a = \frac{(a-E) - \sqrt{(a-E)^2 - 4t^2}}{2t},$$

which is `decayFactor t E a`. The same holds for $w$ with $\lambda_b$, and $\lambda_b < \lambda_a$. The vectors must be nonzero because the zero vector would solve the equation for every $x$.

This theorem doesn't require $A$ to be symmetric. Symmetry enters in `amplitude_eq`, which concerns an arbitrary bounded solution: its amplitude on $v$ is $v\cdot\psi_n = (v\cdot\psi_0)\,\lambda_a^n$. From this, `barrier_filters_modes` concludes that $w\cdot\psi_n$ is negligible against $v\cdot\psi_n$ as $n \to \infty$, provided that $v\cdot\psi_0 \neq 0$.

The eigenvectors need not be normalised; the normalised amplitude is $v\cdot\psi_n/\lVert v\rVert$, with the same decay. `two_site_witness` confirms the matrix of the opening example, with eigenvectors $(1,1)$ and $(1,-1)$, or $(1,\pm1)/\sqrt2$ when normalised.

## A uniform barrier below two bands

A transverse mode of energy $a$ that propagates across the layers with phase $\theta$ per layer has energy $a - 2t\cos\theta$. Its band therefore runs from $a - 2t$ to $a + 2t$, and $E < a - 2t$ places the energy below it. Since $b > a$, the energy is then below the band of $b$ as well. Writing $x = e^{-\kappa}$ turns the condition on $x$ into $E = a - 2t\cosh\kappa$, the continuation of the band to imaginary $\theta$.

The bound `hM`, which says that $|\psi_n(i)| \le M$ for all layers and sites, stands for a barrier that fills the whole half-space and has no source at infinity. In a barrier of finite thickness, reflection at the far side generally adds a growing part, which this hypothesis excludes.

The model is non-interacting, every layer has the same $A$, and hopping between layers connects each site only to its own copy, with one strength $t$. Within these limits the result is a simple case of the mode filtering that complex band structures describe in tunnelling through crystalline barriers. In an insulating barrier the energy usually lies in a gap, with bands below it as well as above, and the order of the modes can then be different. The position of $E$ matters: above both bands the order is reversed, because there the lower mode is the one further from its band.

## From the layer equation to the ordering

**The condition on $x$.** Inserting $\psi_n = x^n v$ and using $Av = av$ gives

$$x^n\big[(a-E)x - t(1+x^2)\big]v = 0 \quad\text{for all } n \ge 0.$$

At $n = 0$, a component where $v$ is nonzero can be cancelled, which leaves

$$t(1+x^2) = (a-E)x.$$

Conversely, this relation makes the bracket vanish for every $n$. The two directions are the two halves of `layerEq_mode_iff`.

**A root between 0 and 1.** Put $D = a - E$, so that $D > 2t > 0$, and $s = \sqrt{D^2 - 4t^2}$. Then $s < D$. Moreover,

$$s^2 = (D-2t)(D+2t) > (D-2t)^2,$$

so $s > D - 2t$. Hence $0 < D - s < 2t$, and division by $2t$ gives $0 < \lambda_a < 1$. The quadratic formula shows that $\lambda_a$ satisfies the relation. In `decayFactor_spec` the two bounds on the square root are `hlt` and `hgt`.

**Uniqueness and order.** Let $x$ and $y$ lie in $(0,1)$ with

$$t(1+x^2) = (a-E)x, \qquad t(1+y^2) = (b-E)y.$$

Multiply the first relation by $y$, the second by $x$, and subtract:

$$t(y-x)(1-xy) = (a-b)\,xy.$$

Here $t(1-xy)$ is positive. If $b = a$, the right side vanishes and $y = x$, which is `decay_unique`. If $b > a$, the right side is negative and $y < x$, which is `decayFactor_lt`. The latter first replaces both explicit factors by letters with `generalize`, so the square roots play no part in the comparison. `higher_mode_decays_faster` then assembles these results, proving the statement for a general eigenvector once and applying it to $v$ and to $w$.

## Why a bounded state has no growing part

Let $A$ be symmetric, $c_n = v\cdot\psi_n$ and $x = \lambda_a$. Symmetry gives $v\cdot A\psi_n = (Av)\cdot\psi_n = a\,c_n$ (`hproj`), so projecting the layer equation on $v$ leaves a recurrence for this amplitude alone (`hrec`):

$$t(c_k + c_{k+2}) = (a-E)\,c_{k+1}.$$

Multiply by $x$, replace $(a-E)x$ by $t(1+x^2)$, and divide by $t$:

$$x(c_k + c_{k+2}) = (1+x^2)\,c_{k+1}.$$

With $d_k = c_{k+1} - x c_k$, this rearranges to $x\,d_{k+1} = d_k$ (`hstep`), and induction gives $x^k d_k = d_0$ (`hpow`). Thus $d_k$ isolates the part that grows by $1/x$ per layer.

Boundedness removes it. Since $|c_k| \le B$ with $B = M\sum_i |v_i|$, we have $|d_k| \le 2B$, and therefore

$$|d_0| \le 2B\,x^k \to 0.$$

So $d_0 = 0$, hence every $d_k$ vanishes, $c_{k+1} = x c_k$, and $c_n = c_0 x^n$.

For two modes with $v\cdot\psi_0 \neq 0$,

$$\frac{w\cdot\psi_n}{v\cdot\psi_n} = \frac{w\cdot\psi_0}{v\cdot\psi_0}\left(\frac{\lambda_b}{\lambda_a}\right)^n \to 0.$$

The file expresses this limit by `=o[atTop]`, using Mathlib's comparison of powers with different bases. In the opening example the ratio is multiplied by about $0.47$ from one layer to the next.

## Cross-multiplication as a `linear_combination`

The comparison of decay factors turns on one line, which appears in both `decay_unique` and `decayFactor_lt`:

`linear_combination y * hx - x * hy`

Here `hx` and `hy` are the two relations for $x$ and $y$. The tactic multiplies them by the stated coefficients, subtracts, and asks `ring` to verify that the result agrees with the goal as a polynomial identity. The coefficients are the multipliers used in the derivation above. They have to be supplied, since the tactic checks a combination and doesn't search for one.

The tactic is used here for equalities only. The sign argument that turns the identity into $y < x$ comes afterwards: `h1` and `h2` record the signs of the two sides under the assumption $x \le y$, and `linarith` finds the contradiction. The same device proves `hstep`, where the coefficients $x$ and $-c_{k+1}$ eliminate $a - E$ between the recurrence and the relation for $x$.
